# The squared length of a nonzero momentum transfer is strictly positive

A momentum transfer is modelled as a real three-vector, with `q ≠ 0` built into the type `Momentum`, and `qsq q` is its Euclidean squared length q² = q · q. The theorem `qsq_pos` states 0 < q² for every such vector; the vector is not normalised and may have any nonzero length. The attempt argues that q² ≥ 0 as a sum of squares of components, obtains q² ≠ 0 from `dotProduct_self_eq_zero` and `q ≠ 0`, and combines the two with `lt_of_le_of_ne`.

In Lean, a first try:

```lean
import Mathlib

open Matrix ComplexConjugate

namespace BreitScreening

noncomputable section

/-- A momentum transfer: a nonzero real three-vector. -/
abbrev Momentum := {q : Fin 3 → ℝ // q ≠ 0}

/-- The squared length `q²` of a momentum transfer. -/
def qsq (q : Momentum) : ℝ := q.1 ⬝ᵥ q.1

variable {ι : Type*} [Fintype ι]

/-- The squared length of a momentum transfer is positive. -/
theorem qsq_pos (q : Momentum) : 0 < qsq q := by
  have h0 : 0 ≤ qsq q := Finset.sum_nonneg fun a _ => mul_self_nonneg (q.1 a)
  have h1 : qsq q ≠ 0 := fun h => q.2 (dotProduct_self_eq_zero.mp h)
  exact lt_of_le_of_ne h0 h1.symm

end

end BreitScreening
```

Messages:

```
Main.lean:19:25: error: Type mismatch
  Finset.sum_nonneg fun a x => mul_self_nonneg (↑q a)
has type
  0 ≤ ∑ i ∈ ?m.15, ↑q i * ↑q i
but is expected to have type
  0 ≤ qsq q
```

What went wrong. The single message concerns `h0`. The term built from `Finset.sum_nonneg` and `mul_self_nonneg` proves `0 ≤ ∑ i ∈ ?m.15, ↑q i * ↑q i`, where `?m.15` is the finite index set, still unknown. Nothing in the term names that set, so it has to come from the expected type. That type is `0 ≤ qsq q`, in which the sum is hidden behind two definitions, `qsq` and `dotProduct`. The two sides agree by definition once the set is `Finset.univ`, but Lean did not make this match, left `?m.15` unassigned, and reported a type mismatch. The mathematical argument is sound; only the matching fails.

The diff turns the proof of `h0` into a tactic block. `unfold qsq dotProduct` rewrites the goal into an explicit sum of `↑q i * ↑q i` over all `i : Fin 3`. The same term, now given by `exact`, meets a goal of the shape `0 ≤ ∑ …`, so the index set is read off as `Finset.univ` and the summands coincide. The lines for `h1` and the conclusion raised no message and are unchanged.

The mended proof, as a diff:

```diff
@@ -17,5 +17,7 @@
 /-- The squared length of a momentum transfer is positive. -/
 theorem qsq_pos (q : Momentum) : 0 < qsq q := by
-  have h0 : 0 ≤ qsq q := Finset.sum_nonneg fun a _ => mul_self_nonneg (q.1 a)
+  have h0 : 0 ≤ qsq q := by
+    unfold qsq dotProduct
+    exact Finset.sum_nonneg fun a _ => mul_self_nonneg (q.1 a)
   have h1 : qsq q ≠ 0 := fun h => q.2 (dotProduct_self_eq_zero.mp h)
   exact lt_of_le_of_ne h0 h1.symm
```
